# Partition function of two equal-energy sites with and without tunnelling

The theorem `twoSite_partition` concerns a two-state Hamiltonian with both site energies equal to ε and tunnelling matrix element -Δ. For real b, ε and Δ, it states that the partition function, defined as the real part of the trace of exp(-bH), is 2 exp(-bε) cosh(bΔ), and that it becomes 2 exp(-bε) when the off-diagonal elements are deleted. For the first formula, the attempt factors H through the even and odd combinations of the sites, with energies ε - Δ and ε + Δ, and then takes the trace of the exponential. For the second, it sums the Boltzmann factors of the diagonal energies.

In Lean, a first try:

```lean
import Mathlib

open Matrix

namespace TwoSitePartition

noncomputable section

variable {n : Type*} [Fintype n] [DecidableEq n]

/-- The Boltzmann operator `exp(-bH)` at inverse temperature `b`. -/
def boltzmann (b : ℝ) (H : Matrix n n ℂ) : Matrix n n ℂ :=
  NormedSpace.exp ((-(b : ℂ)) • H)

/-- The partition function, the real part of the trace of `exp(-bH)`. -/
def partitionFunction (b : ℝ) (H : Matrix n n ℂ) : ℝ :=
  (boltzmann b H).trace.re

/-- The Hamiltonian with all off-diagonal couplings in the chosen basis deleted. -/
def dropCouplings (H : Matrix n n ℂ) : Matrix n n ℂ :=
  diagonal H.diag

/-- If `UV = 1`, the Boltzmann operator of `U diag(e) V` is `U diag(exp(-b e)) V`. -/
theorem boltzmann_conj (b : ℝ) (U V : Matrix n n ℂ) (e : n → ℝ) (h : U * V = 1) :
    boltzmann b (U * diagonal (fun k => (e k : ℂ)) * V) =
      U * diagonal (fun k => ((Real.exp (-b * e k) : ℝ) : ℂ)) * V := by
  have hV : U⁻¹ = V := Matrix.inv_eq_right_inv h
  have hU : IsUnit U := ⟨⟨U, V, h, mul_eq_one_comm.mp h⟩, rfl⟩
  have hd : diagonal (fun k => ((-b * e k : ℝ) : ℂ)) =
      (-(b : ℂ)) • diagonal (fun k => (e k : ℂ)) := by
    ext i j
    by_cases hij : i = j
    · subst hij
      simp
    · simp [hij]
  have hs : (-(b : ℂ)) • (U * diagonal (fun k => (e k : ℂ)) * V) =
      U * diagonal (fun k => ((-b * e k : ℝ) : ℂ)) * U⁻¹ := by
    rw [hV, hd, Matrix.mul_smul, Matrix.smul_mul]
  rw [boltzmann, hs, Matrix.exp_conj _ _ hU, Matrix.exp_diagonal, Pi.exp_def, hV]
  simp only [Complex.ofReal_exp, Complex.exp_eq_exp_ℂ]

/-- Without couplings, the partition function of a Hermitian `H` is the sum of the Boltzmann
factors of its diagonal energies. -/
theorem partition_dropCouplings {H : Matrix n n ℂ} (hH : H.IsHermitian) (b : ℝ) :
    partitionFunction b (dropCouplings H) = ∑ i, Real.exp (-b * (H i i).re) := by
  have h : dropCouplings H = 1 * diagonal (fun k => ((H k k).re : ℂ)) * 1 := by
    rw [one_mul, mul_one, dropCouplings]
    congr 1
    funext k
    exact (Complex.conj_eq_iff_re.mp (hH.apply k k)).symm
  rw [partitionFunction, h, boltzmann_conj b 1 1 _ (one_mul 1), one_mul, mul_one,
    Matrix.trace_diagonal, ← Complex.ofReal_sum, Complex.ofReal_re]

/-- Two sites of equal energy `ε` with tunnelling matrix element `-Δ`. -/
def twoSite (ε Δ : ℝ) : Matrix (Fin 2) (Fin 2) ℂ :=
  !![(ε : ℂ), -(Δ : ℂ); -(Δ : ℂ), (ε : ℂ)]

/-- The two-site partition function is `2 exp(-bε) cosh(bΔ)` with tunnelling and
`2 exp(-bε)` without. -/
theorem twoSite_partition (b ε Δ : ℝ) :
    partitionFunction b (twoSite ε Δ) = 2 * Real.exp (-b * ε) * Real.cosh (b * Δ) ∧
      partitionFunction b (dropCouplings (twoSite ε Δ)) = 2 * Real.exp (-b * ε) := by
  constructor
  · -- even and odd combinations of the sites diagonalise the Hamiltonian
    have hUV : (!![1, 1; 1, -1] : Matrix (Fin 2) (Fin 2) ℂ) *
        !![1 / 2, 1 / 2; 1 / 2, -1 / 2] = 1 := by
      ext i j
      fin_cases i <;> fin_cases j <;> norm_num [Matrix.mul_apply, Fin.sum_univ_two]
    have hH : twoSite ε Δ = !![1, 1; 1, -1] *
        diagonal (fun k => ((![ε - Δ, ε + Δ] k : ℝ) : ℂ)) *
          !![1 / 2, 1 / 2; 1 / 2, -1 / 2] := by
      ext i j
      fin_cases i <;> fin_cases j <;>
        simp [twoSite, Matrix.mul_apply, Fin.sum_univ_two, Matrix.diagonal_apply] <;> ring
    rw [partitionFunction, hH, boltzmann_conj b _ _ _ hUV, Matrix.trace_mul_comm,
      ← Matrix.mul_assoc, mul_eq_one_comm.mp hUV, one_mul, Matrix.trace_diagonal,
      ← Complex.ofReal_sum, Complex.ofReal_re, Fin.sum_univ_two]
    change Real.exp (-b * (ε - Δ)) + Real.exp (-b * (ε + Δ)) = _
    rw [show -b * (ε - Δ) = -b * ε + b * Δ by ring,
      show -b * (ε + Δ) = -b * ε + -(b * Δ) by ring, Real.exp_add, Real.exp_add, Real.cosh_eq]
    ring
  · have hH : (twoSite ε Δ).IsHermitian := Matrix.IsHermitian.ext fun i j => by
      fin_cases i <;> fin_cases j <;> simp [twoSite]
    rw [partition_dropCouplings hH b, Fin.sum_univ_two]
    change Real.exp (-b * ε) + Real.exp (-b * ε) = _
    ring

end

end TwoSitePartition
```

The error:

```
Try this:
  [apply] ring_nf
  
  The `ring` tactic failed to close the goal. Use `ring_nf` to obtain a normal form.
    
  Note that `ring` works primarily in *commutative* rings. If you have a noncommutative ring, abelian group or module, consider using `noncomm_ring`, `abel` or `module` instead.
Try this:
  [apply] ring_nf
  
  The `ring` tactic failed to close the goal. Use `ring_nf` to obtain a normal form.
    
  Note that `ring` works primarily in *commutative* rings. If you have a noncommutative ring, abelian group or module, consider using `noncomm_ring`, `abel` or `module` instead.
Try this:
  [apply] ring_nf
  
  The `ring` tactic failed to close the goal. Use `ring_nf` to obtain a normal form.
    
  Note that `ring` works primarily in *commutative* rings. If you have a noncommutative ring, abelian group or module, consider using `noncomm_ring`, `abel` or `module` instead.
Try this:
  [apply] ring_nf
  
  The `ring` tactic failed to close the goal. Use `ring_nf` to obtain a normal form.
    
  Note that `ring` works primarily in *commutative* rings. If you have a noncommutative ring, abelian group or module, consider using `noncomm_ring`, `abel` or `module` instead.
Main.lean:71:45: error: unsolved goals
case «0».«0»
b ε Δ : ℝ
hUV : !![1, 1; 1, -1] * !![1 / 2, 1 / 2; 1 / 2, -1 / 2] = 1
⊢ ↑ε =
    (![1, 1] ᵥ* diagonal fun k => ↑(![ε - Δ, ε + Δ] k)) 0 * (1 / 2) +
      (![1, 1] ᵥ* diagonal fun k => ↑(![ε - Δ, ε + Δ] k)) 1 * (1 / 2)

case «0».«1»
b ε Δ : ℝ
hUV : !![1, 1; 1, -1] * !![1 / 2, 1 / 2; 1 / 2, -1 / 2] = 1
⊢ -↑Δ =
    (![1, 1] ᵥ* diagonal fun k => ↑(![ε - Δ, ε + Δ] k)) 0 * (1 / 2) +
      (![1, 1] ᵥ* diagonal fun k => ↑(![ε - Δ, ε + Δ] k)) 1 * (-1 / 2)

case «1».«0»
b ε Δ : ℝ
hUV : !![1, 1; 1, -1] * !![1 / 2, 1 / 2; 1 / 2, -1 / 2] = 1
⊢ -↑Δ =
    (![1, -1] ᵥ* diagonal fun k => ↑(![ε - Δ, ε + Δ] k)) 0 * (1 / 2) +
      (![1, -1] ᵥ* diagonal fun k => ↑(![ε - Δ, ε + Δ] k)) 1 * (1 / 2)

case «1».«1»
b ε Δ : ℝ
hUV : !![1, 1; 1, -1] * !![1 / 2, 1 / 2; 1 / 2, -1 / 2] = 1
⊢ ↑ε =
    (![1, -1] ᵥ* diagonal fun k => ↑(![ε - Δ, ε + Δ] k)) 0 * (1 / 2) +
      (![1, -1] ᵥ* diagonal fun k => ↑(![ε - Δ, ε + Δ] k)) 1 * (-1 / 2)
Main.lean:74:59: warning: This simp argument is unused:
  Matrix.diagonal_apply

Hint: Omit it from the simp argument list.
  [apply] simp [twoSite, Matrix.mul_apply, Fin.sum_univ_two]

Note: This linter can be disabled with `set_option linter.unusedSimpArgs false`
```

Diagnosis. The error lies in `hH`, the factorisation of the Hamiltonian, which is checked entry by entry. In all four entries `simp` left the product of the first matrix with the diagonal one as a row vector times a matrix, `![1, 1] ᵥ* diagonal …` or `![1, -1] ᵥ* diagonal …`, evaluated at 0 or 1. `Matrix.diagonal_apply` needs a diagonal matrix applied to two indices, and here `diagonal` stands unapplied inside `ᵥ*`; hence the warning that the lemma is unused. `ring` does not evaluate such products, so it closed none of the goals, and its four messages report this.

The repair expands the entries before `simp` can produce that form. `Matrix.mul_apply` and `Fin.sum_univ_two` write the outer product as a sum of two terms. `Matrix.mul_diagonal`, used once for each term, replaces an entry of the inner product by an entry of the first matrix times the matching diagonal value. After the case split, only explicit entries remain for `simp` and `ring`.

The mended proof, as a diff:

```diff
@@ -71,6 +71,6 @@
           !![1 / 2, 1 / 2; 1 / 2, -1 / 2] := by
       ext i j
-      fin_cases i <;> fin_cases j <;>
-        simp [twoSite, Matrix.mul_apply, Fin.sum_univ_two, Matrix.diagonal_apply] <;> ring
+      rw [Matrix.mul_apply, Fin.sum_univ_two, Matrix.mul_diagonal, Matrix.mul_diagonal]
+      fin_cases i <;> fin_cases j <;> simp [twoSite] <;> ring
     rw [partitionFunction, hH, boltzmann_conj b _ _ _ hUV, Matrix.trace_mul_comm,
       ← Matrix.mul_assoc, mul_eq_one_comm.mp hUV, one_mul, Matrix.trace_diagonal,
```
